# The trace of a one-body operator equals the sum of the traces of its singles-dressed occupied and virtual blocks, for any amplitudes

A one-body operator is written as a matrix in occupied and virtual blocks, over finite index sets and with entries in any field. Singles amplitudes `t` dress the occupied block to `Foo + Fov * t` and the virtual block to `Fvv - t * Fov`. The theorem `trace_eq_dressed_add` says that the traces of these two dressed blocks add up to the trace of the whole matrix, whatever `t` is; the amplitudes need not solve any equation. The attempt splits the full trace into those of the diagonal blocks, unfolds the dressed blocks, and uses the cyclic property of the trace so that `ring` can cancel the two terms containing `t`.

An attempt in Lean 4 with a fault in it:

```lean
import Mathlib

open Matrix Polynomial

namespace DressedSinglesBlocks

variable {K o v : Type*} [Field K] [Fintype o] [Fintype v] [DecidableEq o] [DecidableEq v]

/-- The occupied block dressed by the singles amplitudes. -/
def dressedOcc (Foo : Matrix o o K) (Fov : Matrix o v K) (t : Matrix v o K) : Matrix o o K :=
  Foo + Fov * t

/-- The virtual block dressed by the singles amplitudes. -/
def dressedVirt (Fov : Matrix o v K) (Fvv : Matrix v v K) (t : Matrix v o K) : Matrix v v K :=
  Fvv - t * Fov

omit [DecidableEq o] [DecidableEq v] in
/-- The trace of a block operator is the sum of the traces of its occupied and virtual
diagonal blocks. -/
theorem trace_blocks (A : Matrix o o K) (B : Matrix o v K) (R : Matrix v o K)
    (D : Matrix v v K) : (fromBlocks A B R D).trace = A.trace + D.trace := by
  simp [Matrix.trace, Fintype.sum_sum_type]

omit [DecidableEq o] [DecidableEq v] in
/-- For arbitrary amplitudes, the trace of the one-body operator is the sum of the traces of
the dressed blocks. -/
theorem trace_eq_dressed_add (Foo : Matrix o o K) (Fov : Matrix o v K)
    (Fvo : Matrix v o K) (Fvv : Matrix v v K) (t : Matrix v o K) :
    (fromBlocks Foo Fov Fvo Fvv).trace =
      (dressedOcc Foo Fov t).trace + (dressedVirt Fov Fvv t).trace := by
  rw [Matrix.trace_fromBlocks, dressedOcc, dressedVirt, Matrix.trace_add, Matrix.trace_sub,
    Matrix.trace_mul_comm t Fov]
  ring

end DressedSinglesBlocks
```

The error:

```
Main.lean:31:6: error(lean.unknownIdentifier): Unknown constant `Matrix.trace_fromBlocks`
Main.lean:30:70: error: unsolved goals
K : Type u_1
o : Type u_2
v : Type u_3
inst✝² : Field K
inst✝¹ : Fintype o
inst✝ : Fintype v
Foo : Matrix o o K
Fov : Matrix o v K
Fvo : Matrix v o K
Fvv : Matrix v v K
t : Matrix v o K
⊢ (fromBlocks Foo Fov Fvo Fvv).trace = (dressedOcc Foo Fov t).trace + (dressedVirt Fov Fvv t).trace
```

Fix (accepted with no message):

```diff
@@ -29,5 +29,5 @@
     (fromBlocks Foo Fov Fvo Fvv).trace =
       (dressedOcc Foo Fov t).trace + (dressedVirt Fov Fvv t).trace := by
-  rw [Matrix.trace_fromBlocks, dressedOcc, dressedVirt, Matrix.trace_add, Matrix.trace_sub,
+  rw [trace_blocks, dressedOcc, dressedVirt, Matrix.trace_add, Matrix.trace_sub,
     Matrix.trace_mul_comm t Fov]
   ring
```

The first message says that Lean knows no constant called `Matrix.trace_fromBlocks`. This is the first rule in the `rw` list, the one meant to split the trace of the block matrix, so the rewriting fails at its first step. The second message shows the theorem's goal exactly as stated, with nothing rewritten or unfolded. It follows from the first error and does not point to a separate fault in the mathematics.

The needed fact is already proved earlier in the file as `trace_blocks`: the trace of `fromBlocks A B R D` is `A.trace + D.trace`. The diff puts this name in place of the unknown one, and its left-hand side matches the trace in the goal. The remaining rewrites, which the diff leaves as they were, then go through. They expand the dressed traces and turn the trace of `t * Fov` into that of `Fov * t`, after which `ring` cancels the two equal terms of opposite sign.
